# The Pauli operators X and Z on one qubit are unitary and anticommute

The theorem `pauli_relations` concerns the operators X and Z on the state space of a single qubit, a two-dimensional complex Hilbert space, given by their usual 2 × 2 matrices. It states that both are unitary, that Z is Hermitian, and that ZX = −XZ. The proof first shows that each operator is its own adjoint and squares to the identity, which gives unitarity. For the anticommutation, it tries to gather each side into the operator of a single matrix and then compare entries.

An attempt in Lean 4 with a fault in it:

```lean
import Mathlib

open Finset

namespace PauliRelations

noncomputable section

/-- Operators on the state space of one qubit. -/
abbrev QubitOp := EuclideanSpace ℂ (Fin 2) →L[ℂ] EuclideanSpace ℂ (Fin 2)

/-- The Pauli operator `X`. -/
def pauliX : QubitOp := Matrix.toEuclideanCLM (n := Fin 2) (𝕜 := ℂ) !![0, 1; 1, 0]

/-- The Pauli operator `Z`. -/
def pauliZ : QubitOp := Matrix.toEuclideanCLM (n := Fin 2) (𝕜 := ℂ) !![1, 0; 0, -1]

/-- `X` and `Z` are unitary, `Z` is Hermitian, and they anticommute. -/
theorem pauli_relations : pauliX ∈ unitary QubitOp ∧ pauliZ ∈ unitary QubitOp ∧
    star pauliZ = pauliZ ∧ pauliZ * pauliX = -(pauliX * pauliZ) := by
  have hX : star pauliX = pauliX := by
    rw [pauliX, ← map_star]
    congr 1
    ext i j
    fin_cases i <;> fin_cases j <;> simp [Matrix.star_apply]
  have hZ : star pauliZ = pauliZ := by
    rw [pauliZ, ← map_star]
    congr 1
    ext i j
    fin_cases i <;> fin_cases j <;> simp [Matrix.star_apply]
  have hXX : pauliX * pauliX = 1 := by
    rw [pauliX, ← map_mul, ← map_one (Matrix.toEuclideanCLM (n := Fin 2) (𝕜 := ℂ))]
    congr 1
    ext i j
    fin_cases i <;> fin_cases j <;> simp [Matrix.mul_apply, Fin.sum_univ_succ]
  have hZZ : pauliZ * pauliZ = 1 := by
    rw [pauliZ, ← map_mul, ← map_one (Matrix.toEuclideanCLM (n := Fin 2) (𝕜 := ℂ))]
    congr 1
    ext i j
    fin_cases i <;> fin_cases j <;> simp [Matrix.mul_apply, Fin.sum_univ_succ]
  refine ⟨⟨by rw [hX, hXX], by rw [hX, hXX]⟩, ⟨by rw [hZ, hZZ], by rw [hZ, hZZ]⟩, hZ, ?_⟩
  rw [pauliX, pauliZ, ← map_mul, ← map_mul, ← map_neg]
  congr 1
  ext i j
  fin_cases i <;> fin_cases j <;> simp [Matrix.mul_apply, Fin.sum_univ_succ]

end

end PauliRelations
```

The compiler's answer:

```
Main.lean:42:35: error(lean.synthInstanceFailed): failed to synthesize instance of type class
  MulHomClass ((Fin 2 → Fin 2 → ℂ) ≃ Matrix (Fin 2) (Fin 2) ℂ) (Fin 2 → Fin 2 → ℂ) (Matrix (Fin 2) (Fin 2) ℂ)

Hint: Type class instance resolution failures can be inspected with the `set_option trace.Meta.synthInstance true` command.
Main.lean:42:44: error: Tactic `rewrite` failed: Did not find an occurrence of the pattern
  -?f ?a
in the target expression
  Matrix.toEuclideanCLM (Matrix.of (![![1, 0], ![0, -1]] * ![![0, 1], ![1, 0]])) =
    -(Matrix.toEuclideanCLM !![0, 1; 1, 0] * Matrix.toEuclideanCLM !![1, 0; 0, -1])

hX : star pauliX = pauliX
hZ : star pauliZ = pauliZ
hXX : pauliX * pauliX = 1
hZZ : pauliZ * pauliZ = 1
⊢ Matrix.toEuclideanCLM (Matrix.of (![![1, 0], ![0, -1]] * ![![0, 1], ![1, 0]])) =
    -(Matrix.toEuclideanCLM !![0, 1; 1, 0] * Matrix.toEuclideanCLM !![1, 0; 0, -1])
```

The first `← map_mul` joins the left-hand product into `Matrix.toEuclideanCLM` of a matrix product. The second is meant for the right-hand side, but its pattern, a product of two values of any one map, also fits the new matrix product, since `!![...]` is `Matrix.of` applied to rows. Lean therefore pulls `Matrix.of` out and asks for a `MulHomClass` instance, which it cannot find. Indeed `Matrix.of` does not preserve multiplication: functions multiply entrywise, matrices do not.

The second message follows from this. The right-hand side is still the negative of a product of two operators, so `← map_neg` finds no negated value of a map.

The repair proves the matrix identity first, as `hm`, with the same entrywise check as before. `congrArg` applies `Matrix.toEuclideanCLM` to both sides, and `map_mul` and `map_neg` are then used forwards, splitting the images of the products and the negative, so `Matrix.of` is no longer mistaken for the intended map. The result matches the goal once `pauliX` and `pauliZ` are unfolded, which `exact h` does by itself.

Lean accepts the file once it reads:

```diff
@@ -40,8 +40,11 @@
     fin_cases i <;> fin_cases j <;> simp [Matrix.mul_apply, Fin.sum_univ_succ]
   refine ⟨⟨by rw [hX, hXX], by rw [hX, hXX]⟩, ⟨by rw [hZ, hZZ], by rw [hZ, hZZ]⟩, hZ, ?_⟩
-  rw [pauliX, pauliZ, ← map_mul, ← map_mul, ← map_neg]
-  congr 1
-  ext i j
-  fin_cases i <;> fin_cases j <;> simp [Matrix.mul_apply, Fin.sum_univ_succ]
+  have hm : (!![1, 0; 0, -1] * !![0, 1; 1, 0] : Matrix (Fin 2) (Fin 2) ℂ) =
+      -(!![0, 1; 1, 0] * !![1, 0; 0, -1]) := by
+    ext i j
+    fin_cases i <;> fin_cases j <;> simp [Matrix.mul_apply, Fin.sum_univ_succ]
+  have h := congrArg (⇑(Matrix.toEuclideanCLM (n := Fin 2) (𝕜 := ℂ))) hm
+  rw [map_mul, map_neg, map_mul] at h
+  exact h
 
 end
```
